# The embedding bath of a Slater determinant is no larger than its fragment

A few orbitals of a large molecule, the fragment, are to be treated accurately. They are bonded to the rest, so cutting them out loses the occupied orbitals that straddle the cut. How many environment orbitals must be treated together with the fragment, if occupied orbitals lying entirely outside it stay frozen? For a single Slater determinant in a finite basis, at most as many as the fragment has. Density-matrix embedding uses this to limit its impurity problem to twice the fragment's size.

In Lean 4 with Mathlib:

```lean
import Mathlib

open Module
open scoped InnerProductSpace

namespace DensityMatrixEmbedding

noncomputable section

variable {E : Type*} [NormedAddCommGroup E] [InnerProductSpace ℂ E] [FiniteDimensional ℂ E]
```

`E` is the one-particle space, a finite-dimensional complex inner-product space. In a non-orthogonal basis the overlap matrix represents its inner product, and all orthogonality below refers to that product.

```lean
/-- The orthogonal projector onto a space of orbitals. For the occupied space it is the
one-particle density matrix of the Slater determinant. -/
def proj (V : Submodule ℂ E) : E →ₗ[ℂ] E := (V.starProjection : E →ₗ[ℂ] E)
```

A `Submodule ℂ E` is a subspace. For the occupied space $V$, `proj V` is the orthogonal projector $P_V$, the determinant's one-particle density matrix, with occupations 0 and 1 in spin orbitals.

```lean
/-- The core: occupied orbitals that have no component on the fragment. -/
def core (V F : Submodule ℂ E) : Submodule ℂ E := V ⊓ Fᗮ
```

With $F$ the fragment, the core is $C=V\cap F^\perp$: `⊓` is intersection and `ᗮ` the orthogonal complement. This "core" may include valence orbitals; it does not mean inner atomic shells.

```lean
/-- The bath: the image of the fragment `F` under the environment-fragment block
`(1 - P_F) P_V` of the density matrix `P_V`. -/
def bath (V F : Submodule ℂ E) : Submodule ℂ E :=
  F.map ((LinearMap.id - proj F) ∘ₗ proj V)
```

The bath is $\mathcal B=(1-P_F)P_V F$, where `F.map` takes the image of $F$. It is a subspace; an orthonormal set of bath orbitals is any orthonormal basis of it.

```lean
/-- The density matrix maps the fragment onto the occupied orbitals orthogonal to the core. -/
theorem map_fragment_eq (V F : Submodule ℂ E) :
    F.map (proj V) = V ⊓ (core V F)ᗮ := by
  apply le_antisymm
  · rintro _ ⟨f, hf, rfl⟩
    refine ⟨V.starProjection_apply_mem f, ?_⟩
    show proj V f ∈ (core V F)ᗮ
    rw [Submodule.mem_orthogonal]
    intro c hc
    have h : ⟪c, f - V.starProjection f⟫_ℂ = 0 :=
      (Submodule.mem_orthogonal V _).1 (V.sub_starProjection_mem_orthogonal f) c hc.1
    have h2 : ⟪c, f⟫_ℂ = 0 := (Submodule.mem_orthogonal' F c).1 hc.2 f hf
    rw [inner_sub_right, h2, zero_sub, neg_eq_zero] at h
    exact h
  · intro w hw
    -- it suffices that `w` is orthogonal to everything orthogonal to the image
    have key : w ∈ (F.map (proj V))ᗮᗮ := by
      rw [Submodule.mem_orthogonal]
      intro x hx
      have hc : V.starProjection x ∈ core V F := by
        refine ⟨V.starProjection_apply_mem x, ?_⟩
        show V.starProjection x ∈ Fᗮ
        rw [Submodule.mem_orthogonal]
        intro f hf
        rw [← Submodule.inner_starProjection_left_eq_right]
        exact (Submodule.mem_orthogonal _ x).1 hx _ (Submodule.mem_map_of_mem hf)
      have h1 : ⟪V.starProjection x, w⟫_ℂ = 0 :=
        (Submodule.mem_orthogonal _ w).1 hw.2 _ hc
      have h2 : ⟪x - V.starProjection x, w⟫_ℂ = 0 :=
        (Submodule.mem_orthogonal' V _).1 (V.sub_starProjection_mem_orthogonal x) w hw.1
      rw [inner_sub_left, h1, sub_zero] at h2
      exact h2
    rwa [Submodule.orthogonal_orthogonal] at key
```

The claim is $P_VF=V\cap C^\perp$, and `le_antisymm` splits it into two inclusions.

First, let $f\in F$ and $c\in C$. Since $c\in V$ and $c\perp F$,
$$\langle c,P_Vf\rangle=\langle c,f\rangle-\langle c,f-P_Vf\rangle=0.$$

Conversely, let $w\in V\cap C^\perp$ and $x\perp P_VF$. For every $f\in F$, $\langle f,P_Vx\rangle=\langle P_Vf,x\rangle=0$, so $P_Vx\in C$. Hence
$$\langle x,w\rangle=\langle P_Vx,w\rangle+\langle x-P_Vx,w\rangle=0.$$
So $w\in(P_VF)^{\perp\perp}=P_VF$; the first membership is `key`.

```lean
/-- The bath vectors are exactly the environment parts `w - P_F w` of the occupied orbitals `w`
orthogonal to the core. -/
theorem mem_bath (V F : Submodule ℂ E) (b : E) :
    b ∈ bath V F ↔ ∃ w ∈ V ⊓ (core V F)ᗮ, w - proj F w = b := by
  rw [bath, Submodule.map_comp, map_fragment_eq]
  exact Submodule.mem_map
```

Applying $1-P_F$ to that identity shows that bath vectors are exactly the environment parts $w-P_Fw$ with $w\in V\cap C^\perp$.

```lean
omit [FiniteDimensional ℂ E] in
/-- The fragment is orthogonal to the core. -/
theorem fragment_le (V F : Submodule ℂ E) : F ≤ (core V F)ᗮ := fun f hf =>
  (Submodule.mem_orthogonal _ _).2 fun c hc => (Submodule.mem_orthogonal' F c).1 hc.2 f hf
```

Core vectors are orthogonal to $F$ by definition, so $F\subseteq C^\perp$; `≤` means inclusion.

```lean
/-- The bath is orthogonal to the fragment and to the core. -/
theorem bath_orthogonal (V F : Submodule ℂ E) :
    bath V F ≤ Fᗮ ∧ bath V F ≤ (core V F)ᗮ := by
  constructor
  · intro b hb
    obtain ⟨w, -, rfl⟩ := (mem_bath V F b).1 hb
    exact F.sub_starProjection_mem_orthogonal w
  · intro b hb
    obtain ⟨w, hw, rfl⟩ := (mem_bath V F b).1 hb
    exact Submodule.sub_mem _ hw.2 (fragment_le V F (F.starProjection_apply_mem w))
```

A bath vector $w-P_Fw$ is orthogonal to $F$ by projection. It is orthogonal to $C$ because both $w$ and $P_Fw$ are.

```lean
/-- Every occupied orbital is a sum of a fragment, a bath and a core vector. -/
theorem occupied_le (V F : Submodule ℂ E) : V ≤ F ⊔ bath V F ⊔ core V F := by
  intro v hv
  -- remove the core part of `v`, then split the rest into fragment and environment
  have hc : proj (core V F) v ∈ core V F := (core V F).starProjection_apply_mem v
  have hw : v - proj (core V F) v ∈ V ⊓ (core V F)ᗮ :=
    ⟨V.sub_mem hv hc.1, (core V F).sub_starProjection_mem_orthogonal v⟩
  have hb := (mem_bath V F _).2 ⟨_, hw, rfl⟩
  have hf : proj F (v - proj (core V F) v) ∈ F := F.starProjection_apply_mem _
  have h := Submodule.add_mem_sup (Submodule.add_mem_sup hf hb) hc
  rwa [add_sub_cancel, sub_add_cancel] at h
```

Here `⊔` is the sum of subspaces. For $v\in V$ put $w=v-P_Cv$, which lies in $V\cap C^\perp$. Then
$$v=P_Fw+(w-P_Fw)+P_Cv,$$
with terms in $F$, $\mathcal B$ and $C$.

```lean
/-- Occupied orbitals are counted by the bath, the occupied orbitals lying inside the fragment,
and the core. -/
theorem finrank_occupied (V F : Submodule ℂ E) :
    finrank ℂ (bath V F) + finrank ℂ ↥(V ⊓ F) + finrank ℂ (core V F) = finrank ℂ V := by
  obtain ⟨hBF, hBC⟩ := bath_orthogonal V F
  have hB : bath V F ≤ F ⊔ V := by
    intro b hb
    obtain ⟨w, hw, rfl⟩ := (mem_bath V F b).1 hb
    exact Submodule.sub_mem _ ((le_sup_right : V ≤ F ⊔ V) hw.1)
      ((le_sup_left : F ≤ F ⊔ V) (F.starProjection_apply_mem w))
  have hsup : F ⊔ bath V F ⊔ core V F = F ⊔ V :=
    le_antisymm (sup_le (sup_le le_sup_left hB) (le_trans inf_le_left le_sup_right))
      (sup_le (le_trans le_sup_left le_sup_left) (occupied_le V F))
  -- the three summands on the left are mutually orthogonal
  have d1 : F ⊓ bath V F = ⊥ :=
    le_bot_iff.1 (le_trans (inf_le_inf_left F hBF) F.inf_orthogonal_eq_bot.le)
  have d2 : (F ⊔ bath V F) ⊓ core V F = ⊥ := by
    rw [inf_comm]
    exact le_bot_iff.1 (le_trans (inf_le_inf_left _ (sup_le (fragment_le V F) hBC))
      (core V F).inf_orthogonal_eq_bot.le)
  have e1 := Submodule.finrank_sup_add_finrank_inf_eq F (bath V F)
  have e2 := Submodule.finrank_sup_add_finrank_inf_eq (F ⊔ bath V F) (core V F)
  have e3 := Submodule.finrank_sup_add_finrank_inf_eq F V
  rw [d1, finrank_bot] at e1
  rw [d2, finrank_bot, hsup] at e2
  rw [inf_comm] at e3
  omega
```

`finrank` is the dimension. Bath vectors lie in $F+V$ and $C\subseteq V$, so with the previous theorem $F+\mathcal B+C=F+V$. The left-hand summands are mutually orthogonal, hence
$$\dim F+\dim\mathcal B+\dim C=\dim F+\dim V-\dim(V\cap F).$$
Cancelling $\dim F$ gives the count; `omega` does this integer arithmetic.

```lean
/-- The fragment dimension is the number of bath orbitals plus the numbers of fully occupied and
of completely empty orbitals inside the fragment. -/
theorem finrank_fragment (V F : Submodule ℂ E) :
    finrank ℂ (bath V F) + finrank ℂ ↥(V ⊓ F) + finrank ℂ ↥(F ⊓ Vᗮ) = finrank ℂ F := by
  have h1 : F ⊓ Vᗮ = (Fᗮ ⊔ V)ᗮ := by
    rw [← Submodule.inf_orthogonal, Submodule.orthogonal_orthogonal]
  have h2 := Submodule.finrank_sup_add_finrank_inf_eq Fᗮ V
  have h3 := Submodule.finrank_add_finrank_orthogonal (Fᗮ ⊔ V)
  have h4 := Submodule.finrank_add_finrank_orthogonal F
  have h5 := finrank_occupied V F
  rw [inf_comm] at h2
  rw [core] at h5
  rw [h1]
  omega
```

Since $F\cap V^\perp=(F^\perp+V)^\perp$, writing $n=\dim E$ gives
$$\dim(F\cap V^\perp)=n-(n-\dim F)-\dim V+\dim C.$$
Inserting $\dim V-\dim C=\dim\mathcal B+\dim(V\cap F)$ yields
$$\dim F=\dim\mathcal B+\dim(V\cap F)+\dim(F\cap V^\perp).$$
Each independent fully occupied or empty orbital inside the fragment saves one bath orbital.

```lean
/-- Density-matrix embedding: the bath is orthogonal to the fragment and the core, has at most
the dimension of the fragment, and with these two spaces contains all occupied orbitals. -/
theorem embedding_bath (V F : Submodule ℂ E) :
    bath V F ≤ Fᗮ ∧ bath V F ≤ (core V F)ᗮ ∧ finrank ℂ (bath V F) ≤ finrank ℂ F ∧
      V ≤ F ⊔ bath V F ⊔ core V F := by
  have h := finrank_fragment V F
  exact ⟨(bath_orthogonal V F).1, (bath_orthogonal V F).2, by omega, occupied_le V F⟩
```

This collects the two orthogonality relations, the bound $\dim\mathcal B\le\dim F$, which follows from the last count, and the covering of $V$. No condition relates $V$ to $F$. The theorem does not justify using this mean-field bath for a correlated state, which is not a single determinant.

```lean
/-- The bath is contained in every space `B` that is orthogonal to the fragment and the core and
together with them contains all occupied orbitals. -/
theorem bath_minimal (V F B : Submodule ℂ E) (hF : B ≤ Fᗮ) (hC : B ≤ (core V F)ᗮ)
    (hV : V ≤ F ⊔ B ⊔ core V F) : bath V F ≤ B := by
  have zero_of {K : Submodule ℂ E} {x : E} (h : x ∈ K) (h' : x ∈ Kᗮ) : x = 0 :=
    inner_self_eq_zero (𝕜 := ℂ) |>.1 ((Submodule.mem_orthogonal K x).1 h' x h)
  intro b hb
  obtain ⟨w, hw, rfl⟩ := (mem_bath V F b).1 hb
  obtain ⟨y, hy, c, hc, hyc⟩ := Submodule.mem_sup.1 (hV hw.1)
  obtain ⟨f, hf, b', hb', hfb⟩ := Submodule.mem_sup.1 hy
  -- the core component of `w` vanishes
  have hc0 : c = 0 := by
    apply zero_of hc
    have e : c = w - f - b' := by rw [← hyc, ← hfb]; abel
    rw [e]
    exact Submodule.sub_mem _ (Submodule.sub_mem _ hw.2 (fragment_le V F hf)) (hC hb')
  have hwf : w = f + b' := by rw [← hyc, ← hfb, hc0, add_zero]
  -- the fragment component of `w` is its projection
  have h0 : f - proj F w = 0 := by
    have hmem : f - proj F w ∈ F := Submodule.sub_mem _ hf (F.starProjection_apply_mem w)
    apply zero_of hmem
    have e : f - proj F w = (w - proj F w) - b' := by
      nth_rewrite 2 [hwf]
      abel
    rw [e]
    exact Submodule.sub_mem _ (F.sub_starProjection_mem_orthogonal w) (hF hb')
  have e : w - proj F w = b' := by
    rw [← sub_eq_zero.1 h0, hwf]
    abel
  rw [e]
  exact hb'
```

Let `B` be any competing space with the same orthogonality and covering properties. Take a bath vector $w-P_Fw$ and write $w=f+b'+c$ with terms in $F$, $B$ and $C$. Then $c=w-f-b'$ lies in $C\cap C^\perp$, so $c=0$. Next, $f-P_Fw=(w-P_Fw)-b'$ lies in $F\cap F^\perp$, so it vanishes too. Thus $w-P_Fw=b'\in B$.

Without orthogonality to the core (`hC`) the inclusion can fail. In $\mathbb C^3$ with orthonormal basis $e_1,e_2,e_3$, let $F$ be spanned by $e_1$ and $V$ by $(e_1+e_2)/\sqrt2$ and $e_3$. The core is spanned by $e_3$ and the bath by $e_2$. The line through $(e_2+e_3)/\sqrt2$ is orthogonal to $F$ and satisfies the covering condition, but does not contain $e_2$.

```lean
/-- The bath is as large as the fragment exactly when the fragment contains no nonzero orbital
that is fully occupied and none that is completely empty. -/
theorem finrank_bath_eq_iff (V F : Submodule ℂ E) :
    finrank ℂ (bath V F) = finrank ℂ F ↔ V ⊓ F = ⊥ ∧ F ⊓ Vᗮ = ⊥ := by
  have h := finrank_fragment V F
  rw [← Submodule.finrank_eq_zero (R := ℂ), ← Submodule.finrank_eq_zero (R := ℂ)]
  omega

end

end DensityMatrixEmbedding
```

The bath reaches the fragment's dimension exactly when both subtracted dimensions vanish: `⊥` is the zero subspace, so no nonzero fragment orbital is fully occupied or completely empty.

```lean
#print axioms DensityMatrixEmbedding.embedding_bath
#print axioms DensityMatrixEmbedding.bath_minimal
#print axioms DensityMatrixEmbedding.finrank_bath_eq_iff
```

```
'DensityMatrixEmbedding.embedding_bath' depends on axioms: [propext, Classical.choice, Quot.sound]
'DensityMatrixEmbedding.bath_minimal' depends on axioms: [propext, Classical.choice, Quot.sound]
'DensityMatrixEmbedding.finrank_bath_eq_iff' depends on axioms: [propext, Classical.choice, Quot.sound]
```
